# In the nearest-neighbour model of a zigzag nanotube, the cutting lines $2\pi/3\pm d$ have band edges split by $2(1-\cos d)$ hoppings for $0<d\le\pi/6$

## Two peaks where the Dirac cone gives one

If I replace graphene's band near K by an isotropic cone, I get the first van Hove peak of a metallic zigzag tube wrong. For the (9,0) tube the cone puts the two subbands next to the gapless one at the same energy, about 0.605 in units of the hopping. My tight-binding density of states has two peaks there instead, near 0.532 and 0.653. Both subbands come from cutting lines at the same distance from K, so I first suspected my $k$ grid. Is the splitting real within the model, and is there a closed formula for it?

## The splitting comes from the band away from K

It is real within the model. Let $d$ be the distance of each line from K, measured as transverse wave number times half the graphene lattice constant. For $0<d\le\pi/6$ the edges, in units of the hopping, are $\sqrt3\sin d\mp(1-\cos d)$, and their difference is $2(1-\cos d)$. The cone keeps only the common first-order part $\sqrt3\,d$. The splitting starts at order $d^2$ and comes from trigonal warping: the energy rises faster from K towards $\Gamma$ than from K towards M. For the (9,0) tube $d=\pi/9$, which gives edges 0.532 and 0.653 and a splitting of 0.121.

### From the Bloch amplitude to the two edges

Measure energies in units of the hopping. Let $a$ be the graphene lattice constant, $k$ the wave number along the tube times $\sqrt3a/2$, and $\theta$ the transverse wave number times $a/2$. Periodicity around an $(n,0)$ tube allows only $\theta=\pi q/n$ with integer $q$; each such value is a cutting line. The nearest-neighbour Hamiltonian couples the two sublattices through

$$f=1+e^{i(k+\theta)}+e^{i(k-\theta)}=1+2\cos\theta\,e^{ik},$$

and its eigenvalues are $\pm|f|$. The conduction band therefore satisfies

$$E^2=(1+2\cos\theta\cos k)^2+(2\cos\theta\sin k)^2=1+4\cos\theta\cos k+4\cos^2\theta .$$

For fixed $\theta$ only the middle term depends on $k$. Since $|\cos k|\le1$, we have $\cos\theta\cos k\ge-|\cos\theta|$, so

$$E^2\ge1-4|\cos\theta|+4\cos^2\theta=(1-2|\cos\theta|)^2 .$$

Equality holds at $k=0$ if $\cos\theta\le0$ and at $k=\pi$ if $\cos\theta\ge0$. The minimum over $k$ is therefore

$$e(\theta)=\bigl|\,1-2|\cos\theta|\,\bigr| .$$

It vanishes at $\theta=2\pi/3$, where the line passes through K at $k=0$. Displace the line by $d$, with $0\le d\le\pi/6$. The addition theorem gives

$$2\cos(2\pi/3\pm d)=-(\cos d\pm\sqrt3\sin d).$$

**The line $2\pi/3+d$.** Cosine decreases on $[0,\pi]$, so $2\cos\theta\le2\cos(2\pi/3)=-1$. Hence $2|\cos\theta|=\cos d+\sqrt3\sin d\ge1$, and the outer modulus reverses the sign:

$$e(2\pi/3+d)=\sqrt3\sin d-(1-\cos d).$$

**The line $2\pi/3-d$.** Now $\theta$ lies between $\pi/2$ and $2\pi/3$, so $\cos\theta\le0$ and $2|\cos\theta|=\cos d-\sqrt3\sin d$. This is at most 1, because $\cos d\le1$ and $\sin d\ge0$. The outer modulus keeps the sign:

$$e(2\pi/3-d)=\sqrt3\sin d+(1-\cos d).$$

Subtracting gives $2(1-\cos d)$, which is positive for $d>0$.

In a $(3m,0)$ tube the line $q=2m$ has $\theta=2\pi/3$ and is gapless. Its neighbours $q=2m\pm1$ have $d=\pi/(3m)$, and $d\le\pi/6$ means $m\ge2$. Their edges are thus split by $2(1-\cos(\pi/(3m)))$.

### What the Lean statements say about the tube

`blochAmplitude θ k` is $f$, and `band θ k` is its modulus. The file takes this modulus as the conduction energy; the two-sublattice Hamiltonian is not constructed. Both arguments are dimensionless real numbers, scaled as above.

`edge θ` is the infimum of `band θ` over all real `k`. An infimum need not be attained, but `isLeast_band` shows that this one is, so "band edge" has its usual meaning. In these units the reduced Brillouin zone of the tube is $|k|\le\pi/2$, while `edge` searches a full period $2\pi$. A line therefore includes the states that a reduced-zone plot assigns to its partner $\theta+\pi$. For the two lines near K the minimum is at $k=0$, inside the reduced zone.

`edge_near_K` states the two edge formulas for $0\le d\le\pi/6$, and `edge_splitting` states the difference and its positivity for $0<d\le\pi/6$. The distance $d$ is measured in $\theta$, so the transverse wave number moves by $2d/a$.

`cuttingLine n q` is $\pi q/n$. The index `q` is an integer, so `2 * m - 1` in `metallic_tube_splitting` is ordinary subtraction. That theorem gives the splitting for every $(3m,0)$ tube with $m\ge2$.

`edge_lt_beyond` shows that $\pi/6$ is the right limit for the upper formula: for $\pi/6<d<7\pi/6$ the edge of the line $2\pi/3-d$ lies strictly below $\sqrt3\sin d+(1-\cos d)$. On these lines $\cos\theta$ is positive and the minimum has moved to $k=\pi$.

The step from this model to a real tube is zone folding: the bands of the rolled sheet are taken to be those of flat graphene on the allowed lines. Curvature changes the hoppings and shifts the edges, most noticeably in narrow tubes. Longer-range hopping, sublattice overlap and electron interactions are also absent.

The theorems concern band edges, and your peaks follow from them by a short argument. Near $k=0$ the band on either line has a quadratic minimum, which gives an inverse-square-root divergence in the density of states. The exception is the line $2\pi/3-d$ at $d=\pi/6$, which occurs in the (6,0) tube: there $\cos\theta=0$ and the band is flat at energy 1. For transitions between mirror-image valence and conduction subbands, the energies are $2e$ and the splitting doubles to $4(1-\cos d)$.

For electronic-structure work, the two edge formulas give reference values for these peak positions in a zone-folded calculation, as long as that calculation is non-interacting, neglects sublattice overlap and is restricted to nearest-neighbour hopping.

```lean
import Mathlib

open Real

namespace ZigzagTubeVanHove

noncomputable section

/-- The nearest-neighbour Bloch amplitude of graphene, in units of the hopping, at wave number `k`
along the cutting line `θ` of a zigzag tube. -/
def blochAmplitude (θ k : ℝ) : ℂ :=
  1 + Complex.exp (((k + θ : ℝ) : ℂ) * Complex.I) + Complex.exp (((k - θ : ℝ) : ℂ) * Complex.I)

/-- The conduction-band energy on the cutting line `θ`: the modulus of the Bloch amplitude. -/
def band (θ k : ℝ) : ℝ := ‖blochAmplitude θ k‖

/-- The band edge of the cutting line `θ`: the infimum of the conduction band over all real `k`. -/
def edge (θ : ℝ) : ℝ := sInf (Set.range (band θ))

/-- The cutting line with angular index `q` of the `(n,0)` zigzag tube, for `n > 0`. -/
def cuttingLine (n : ℕ) (q : ℤ) : ℝ := π * q / n

/-- The conduction band on a cutting line has the dispersion
`sqrt (1 + 4 cos θ cos k + 4 cos² θ)`. -/
theorem band_eq_sqrt (θ k : ℝ) :
    band θ k = √(1 + 4 * cos θ * cos k + 4 * cos θ ^ 2) := by
  have hre : (blochAmplitude θ k).re = 1 + 2 * cos k * cos θ := by
    simp only [blochAmplitude, Complex.add_re, Complex.one_re, Complex.exp_ofReal_mul_I_re]
    rw [Real.cos_add, Real.cos_sub]
    ring
  have him : (blochAmplitude θ k).im = 2 * sin k * cos θ := by
    simp only [blochAmplitude, Complex.add_im, Complex.one_im, Complex.exp_ofReal_mul_I_im]
    rw [Real.sin_add, Real.sin_sub]
    ring
  have h : ‖blochAmplitude θ k‖ ^ 2 = 1 + 4 * cos θ * cos k + 4 * cos θ ^ 2 := by
    rw [Complex.sq_norm, Complex.normSq_apply, hre, him]
    linear_combination 4 * cos θ ^ 2 * Real.sin_sq_add_cos_sq k
  rw [band, ← h, Real.sqrt_sq (norm_nonneg _)]

/-- On every cutting line the conduction band attains its minimum over `k`, and the minimum is
`|1 - 2 |cos θ||`. -/
theorem isLeast_band (θ : ℝ) : IsLeast (Set.range (band θ)) (abs (1 - 2 * |cos θ|)) := by
  constructor
  · -- the minimum sits at `k = π` or `k = 0`, according to the sign of `cos θ`
    rcases le_total 0 (cos θ) with h | h
    · refine ⟨π, ?_⟩
      rw [band_eq_sqrt, Real.cos_pi, abs_of_nonneg h, ← Real.sqrt_sq_eq_abs]
      congr 1
      ring
    · refine ⟨0, ?_⟩
      rw [band_eq_sqrt, Real.cos_zero, abs_of_nonpos h, ← Real.sqrt_sq_eq_abs]
      congr 1
      ring
  · rintro _ ⟨k, rfl⟩
    rw [band_eq_sqrt, ← Real.sqrt_sq_eq_abs]
    apply Real.sqrt_le_sqrt
    -- the interference term is at least `-|cos θ|`
    have h1 : |cos θ * cos k| ≤ |cos θ| := by
      rw [abs_mul]
      exact mul_le_of_le_one_right (abs_nonneg _) (Real.abs_cos_le_one k)
    have h2 := (abs_le.mp h1).1
    have h3 := sq_abs (cos θ)
    linarith [show (1 - 2 * |cos θ|) ^ 2 = 1 - 4 * |cos θ| + 4 * |cos θ| ^ 2 by ring,
      show 4 * cos θ * cos k = 4 * (cos θ * cos k) by ring]

/-- The band edge of the cutting line `θ` is `|1 - 2 |cos θ||`. -/
theorem edge_eq (θ : ℝ) : edge θ = abs (1 - 2 * |cos θ|) :=
  (isLeast_band θ).csInf_eq

/-- The transverse hopping factor `2 cos θ` at a displacement `d` from the line `θ = 2π/3`. -/
theorem two_cos_near_K (d : ℝ) :
    2 * cos (2 * π / 3 + d) = -(cos d + √3 * sin d) := by
  rw [show 2 * π / 3 + d = π - (π / 3 - d) by ring, Real.cos_pi_sub, Real.cos_sub,
    Real.cos_pi_div_three, Real.sin_pi_div_three]
  ring

/-- For `0 ≤ d ≤ π/6`, the cutting lines `2π/3 + d` and `2π/3 - d` have the band edges
`√3 sin d - (1 - cos d)` and `√3 sin d + (1 - cos d)`. -/
theorem edge_near_K {d : ℝ} (h0 : 0 ≤ d) (h6 : d ≤ π / 6) :
    edge (2 * π / 3 + d) = √3 * sin d - (1 - cos d) ∧
      edge (2 * π / 3 - d) = √3 * sin d + (1 - cos d) := by
  have hpi := Real.pi_pos
  constructor
  · -- from K onwards the factor `2 |cos θ|` is at least one
    have hK := two_cos_near_K 0
    rw [add_zero, Real.cos_zero, Real.sin_zero, mul_zero] at hK
    have hd := two_cos_near_K d
    have hle : cos (2 * π / 3 + d) ≤ cos (2 * π / 3) :=
      Real.cos_le_cos_of_nonneg_of_le_pi (by linarith) (by linarith) (by linarith)
    have hneg : cos (2 * π / 3 + d) ≤ 0 := by linarith
    have hin : 1 - 2 * -cos (2 * π / 3 + d) ≤ 0 := by linarith
    rw [edge_eq, abs_of_nonpos hneg, abs_of_nonpos hin]
    linarith
  · -- before K it stays between zero and one
    have hd := two_cos_near_K (-d)
    rw [← sub_eq_add_neg, Real.cos_neg, Real.sin_neg, mul_neg] at hd
    have hneg : cos (2 * π / 3 - d) ≤ 0 :=
      Real.cos_nonpos_of_pi_div_two_le_of_le (by linarith) (by linarith)
    have hs : 0 ≤ √3 * sin d :=
      mul_nonneg (Real.sqrt_nonneg 3)
        (Real.sin_nonneg_of_nonneg_of_le_pi h0 (by linarith))
    have hin : 0 ≤ 1 - 2 * -cos (2 * π / 3 - d) := by linarith [Real.cos_le_one d]
    rw [edge_eq, abs_of_nonpos hneg, abs_of_nonneg hin]
    linarith

/-- For `0 < d ≤ π/6`, the two cutting lines at distance `d` from `2π/3` have band edges split by
`2 (1 - cos d)`, and this splitting is positive. -/
theorem edge_splitting {d : ℝ} (h0 : 0 < d) (h6 : d ≤ π / 6) :
    edge (2 * π / 3 - d) - edge (2 * π / 3 + d) = 2 * (1 - cos d) ∧
      0 < 2 * (1 - cos d) := by
  obtain ⟨hp, hm⟩ := edge_near_K h0.le h6
  have hlt : cos d < cos 0 :=
    Real.cos_lt_cos_of_nonneg_of_le_pi le_rfl (by linarith [Real.pi_pos]) h0
  rw [Real.cos_zero] at hlt
  constructor
  · rw [hp, hm]
    ring
  · linarith

/-- For `π/6 < d < 7π/6`, the band edge of the line `2π/3 - d` lies strictly below
`√3 sin d + (1 - cos d)`. -/
theorem edge_lt_beyond {d : ℝ} (h6 : π / 6 < d) (h7 : d < 7 * π / 6) :
    edge (2 * π / 3 - d) < √3 * sin d + (1 - cos d) := by
  have hd := two_cos_near_K (-d)
  rw [← sub_eq_add_neg, Real.cos_neg, Real.sin_neg, mul_neg] at hd
  -- the transverse factor has changed sign
  have hpos : 0 < cos (2 * π / 3 - d) :=
    Real.cos_pos_of_mem_Ioo ⟨by linarith, by linarith⟩
  rw [edge_eq, abs_of_pos hpos, abs_lt]
  constructor <;> linarith

/-- In the `(3m,0)` zigzag tube with `m ≥ 2`, the cutting lines with indices `2m - 1` and `2m + 1`
have band edges split by `2 (1 - cos (π / (3m)))`. -/
theorem metallic_tube_splitting {m : ℕ} (hm : 2 ≤ m) :
    edge (cuttingLine (3 * m) (2 * m - 1)) - edge (cuttingLine (3 * m) (2 * m + 1)) =
      2 * (1 - cos (π / (3 * m))) := by
  have hm2 : (2 : ℝ) ≤ m := by exact_mod_cast hm
  have hm0 : (0 : ℝ) < m := by linarith
  have hne : (m : ℝ) ≠ 0 := hm0.ne'
  have hminus : cuttingLine (3 * m) (2 * m - 1) = 2 * π / 3 - π / (3 * m) := by
    unfold cuttingLine
    push_cast
    field_simp
  have hplus : cuttingLine (3 * m) (2 * m + 1) = 2 * π / 3 + π / (3 * m) := by
    unfold cuttingLine
    push_cast
    field_simp
  have h6 : π / (3 * m) ≤ π / 6 := by
    rw [div_le_div_iff₀ (by positivity) (by norm_num)]
    nlinarith [mul_le_mul_of_nonneg_left hm2 Real.pi_pos.le]
  rw [hminus, hplus]
  exact (edge_splitting (by positivity) h6).1

end

end ZigzagTubeVanHove
```

```lean
#print axioms ZigzagTubeVanHove.edge_lt_beyond
-- 'ZigzagTubeVanHove.edge_lt_beyond' depends on axioms: [propext, Classical.choice, Quot.sound]
#print axioms ZigzagTubeVanHove.metallic_tube_splitting
-- 'ZigzagTubeVanHove.metallic_tube_splitting' depends on axioms: [propext, Classical.choice, Quot.sound]
```

### How the lemmas carry the calculation

`band_eq_sqrt` computes the real and imaginary parts of the amplitude, $1+2\cos k\cos\theta$ and $2\sin k\cos\theta$, from the addition theorems. The squared norm is the sum of their squares. The `linear_combination` step uses $\sin^2k+\cos^2k=1$, multiplied by $4\cos^2\theta$, to reach the dispersion. Since a norm is nonnegative, taking the square root recovers the band itself.

`isLeast_band` has two parts, as a minimum requires. The first exhibits a wave number at which the value is reached, $k=\pi$ or $k=0$ according to the sign of $\cos\theta$. There the expression under the root is a perfect square, and the root of a square is an absolute value. The second part proves the lower bound for every $k$. It compares the expressions under the roots, using $|\cos\theta\cos k|\le|\cos\theta|$. `edge_eq` then turns the attained minimum into the value of the infimum.

`two_cos_near_K` is the addition theorem, applied after writing $2\pi/3+d=\pi-(\pi/3-d)$. It holds for every real $d$, so the line on the other side of K is obtained by inserting $-d$.

`edge_near_K` settles the signs inside the two absolute values. For the plus line, the lemma at $d=0$ supplies $2\cos(2\pi/3)=-1$, and the monotonicity of cosine does the rest. For the minus line, `hneg` records $\cos\theta\le0$; this is where the bound $d\le\pi/6$ is used in full. The inequality `hin` then follows from $\sqrt3\sin d\ge0$ and $\cos d\le1$. Once the signs are known, `abs_of_nonpos` and `abs_of_nonneg` remove the absolute values and linear arithmetic finishes.

`edge_splitting` subtracts the two formulas. Positivity comes from the strict decrease of cosine on $[0,\pi]$, which gives $\cos d<\cos0=1$.

For `edge_lt_beyond`, set $c=2\cos(2\pi/3-d)=\sqrt3\sin d-\cos d$. In the stated range $c>0$, the edge is $|1-c|$, and the formula would give $1+c$. The claim $|1-c|<1+c$ splits into two linear inequalities.

`metallic_tube_splitting` rewrites the two cutting lines as $2\pi/3\mp\pi/(3m)$, checks $\pi/(3m)\le\pi/6$ from $m\ge2$, and applies `edge_splitting`. At $m=1$ the stated difference has the wrong sign: line 1 sits at $\theta=\pi/3$ with edge 0 and line 3 at $\theta=\pi$ with edge 1, so the difference is $-1$, while the formula gives $+1$.
